# The derivative of an overlap square root: division by $r_i+r_j$ in the eigenbasis

When atom-centred basis functions move with the nuclei, their overlap matrix $S$ changes too. Differentiating an energy expression written in a Löwdin-orthogonalised basis can therefore bring in the derivative of $R=S^{1/2}$, or of its inverse. (For a converged Hartree–Fock or ordinary Kohn–Sham energy, stationarity allows the force to be rewritten with $S'$ alone in place of these derivatives. It does not remove them when the energy itself contains Löwdin-orthogonalised orbitals, as in DFT+U with such orbitals as projectors.) For numbers, $R'=S'/(2R)$. For matrices, $R$ and $R'$ need not commute, and the product rule gives

$$S'=(R^2)'=RR'+R'R .$$

We must solve this linear equation for $R'$.

## Solving the equation by hand

Write $R=UDU^\dagger$, with $U$ unitary, $D=\mathrm{diag}(r)$ and all $r_i>0$. Positivity reflects linearly independent basis functions: $S$ then has positive eigenvalues $r_i^2$, and $R$ is its positive root. For any complex matrix $S_1$, consider

$$RY+YR=S_1 .$$

Let $\tilde A=U^\dagger AU$ denote a matrix in the eigenbasis. Since $U^\dagger R=DU^\dagger$ and $RU=UD$, multiplying by $U^\dagger$ on the left and $U$ on the right gives

$$D\tilde Y+\tilde YD=\tilde S_1,\qquad (r_i+r_j)\tilde Y_{ij}=(\tilde S_1)_{ij}.$$

No step loses information, because $A=U\tilde AU^\dagger$. As $r_i+r_j>0$, we may divide:

$$\tilde Y_{ij}=\frac{(\tilde S_1)_{ij}}{r_i+r_j}.$$

These elements determine $Y=U\tilde YU^\dagger$, so a solution exists and is unique. With $S_1=S'$ it is $Y=R'$.

If $S_1$ is Hermitian, the adjoint of the equation is $RY^\dagger+Y^\dagger R=S_1$, and uniqueness gives $Y^\dagger=Y$.

Positivity matters. For $R=\mathrm{diag}(1,-1)$ and the matrix unit $E_{12}$, we have $RE_{12}+E_{12}R=E_{12}-E_{12}=0$. Both $Y=0$ and $Y=E_{12}$ then solve the equation with $S_1=0$.

The product rule also handles the inverse root $X=R^{-1}$. Differentiating $XR=1$ gives $X'R+XR'=0$, and multiplication by $X$ on the right gives $X'=-XR'X$. Since $\tilde X=\mathrm{diag}(1/r_i)$, inserting the formula for $R'$ yields $(U^\dagger X'U)_{ij}=-(U^\dagger S'U)_{ij}/[r_ir_j(r_i+r_j)]$, a combination left here as a hand calculation. Here $U$ is the fixed matrix of eigenvectors at the point where the derivative is taken; it is not differentiated.

## Matrices, eigenbasis and derivatives in Lean

The finite type `n` labels the basis functions.

```lean
import Mathlib

open Matrix

namespace OverlapRootDerivative

noncomputable section

variable {n : Type*} [Fintype n] [DecidableEq n]
```

The numbers `r i` are real and are cast to complex numbers on the diagonal. The definition itself requires neither positivity nor a unitary `U`; the theorems add these as hypotheses.

```lean
/-- The matrix `U diag(r) Uᴴ` with real numbers `r i` on the diagonal. -/
def overlapRoot (U : Matrix n n ℂ) (r : n → ℝ) : Matrix n n ℂ :=
  U * diagonal (fun i => (r i : ℂ)) * Uᴴ
```

The tilde becomes `inEigenbasis U`.

```lean
/-- The matrix `Uᴴ A U`, which represents `A` in the basis of the columns of `U`
when `U` is unitary. -/
def inEigenbasis (U A : Matrix n n ℂ) : Matrix n n ℂ := Uᴴ * A * U
```

Derivatives are taken with respect to one real parameter, such as a nuclear displacement, separately for each matrix element. The docstrings call the value of this parameter the time.

```lean
/-- The matrix path `A` has the derivative `A'` at time `t`, entry by entry. -/
def HasEntryDerivAt (A : ℝ → Matrix n n ℂ) (A' : Matrix n n ℂ) (t : ℝ) : Prop :=
  ∀ i j, HasDerivAt (fun s => A s i j) (A' i j) t
```

## From the matrix equation to scalar equations

The next two lemmas make the change of basis reversible. The first uses $U^\dagger U=1$, the second $UU^\dagger=1$.

```lean
/-- For unitary `U`, transforming a matrix `M` out of the eigenbasis and back again
returns `M`. -/
theorem inEigenbasis_back {U : Matrix n n ℂ} (hU : U ∈ unitaryGroup n ℂ)
    (M : Matrix n n ℂ) : inEigenbasis U (U * M * Uᴴ) = M := by
  have h1 : Uᴴ * U = 1 := mem_unitaryGroup_iff'.mp hU
  calc Uᴴ * (U * M * Uᴴ) * U = (Uᴴ * U) * M * (Uᴴ * U) := by noncomm_ring
    _ = M := by rw [h1, one_mul, mul_one]

/-- For unitary `U`, two matrices with the same elements in the eigenbasis are equal. -/
theorem inEigenbasis_injective {U : Matrix n n ℂ} (hU : U ∈ unitaryGroup n ℂ) :
    Function.Injective (inEigenbasis U) := by
  have h2 : U * Uᴴ = 1 := mem_unitaryGroup_iff.mp hU
  have back : ∀ A : Matrix n n ℂ, U * inEigenbasis U A * Uᴴ = A := fun A => by
    calc U * (Uᴴ * A * U) * Uᴴ = (U * Uᴴ) * A * (U * Uᴴ) := by noncomm_ring
      _ = A := by rw [h2, one_mul, mul_one]
  intro A B h
  rw [← back A, ← back B, h]
```

In the decoupling theorem, `key` is the identity $U^\dagger(RY+YR)U=D\tilde Y+\tilde YD$. Injectivity makes the result an equivalence, and `e` reads off the element $(i,j)$. Positivity is not yet needed.

```lean
/-- For unitary `U`, the equation `R Y + Y R = S1` with `R = U diag(r) Uᴴ` decouples in
the eigenbasis into one scalar equation for each matrix element. -/
theorem equation_decouples {U : Matrix n n ℂ} (hU : U ∈ unitaryGroup n ℂ)
    (r : n → ℝ) (Y S1 : Matrix n n ℂ) :
    overlapRoot U r * Y + Y * overlapRoot U r = S1 ↔
      ∀ i j, ((r i : ℂ) + r j) * inEigenbasis U Y i j = inEigenbasis U S1 i j := by
  have h1 : Uᴴ * U = 1 := mem_unitaryGroup_iff'.mp hU
  -- in the eigenbasis R becomes diagonal
  have key : inEigenbasis U (overlapRoot U r * Y + Y * overlapRoot U r) =
      diagonal (fun i => (r i : ℂ)) * inEigenbasis U Y +
        inEigenbasis U Y * diagonal (fun i => (r i : ℂ)) := by
    unfold inEigenbasis overlapRoot
    generalize diagonal (fun i => (r i : ℂ)) = D
    calc Uᴴ * (U * D * Uᴴ * Y + Y * (U * D * Uᴴ)) * U
        = (Uᴴ * U) * (D * (Uᴴ * Y * U)) + (Uᴴ * Y * U) * D * (Uᴴ * U) := by
          noncomm_ring
      _ = D * (Uᴴ * Y * U) + (Uᴴ * Y * U) * D := by rw [h1, one_mul, mul_one]
  rw [← (inEigenbasis_injective hU).eq_iff, key, ← Matrix.ext_iff]
  refine forall_congr' fun i => forall_congr' fun j => ?_
  have e : (diagonal (fun i => (r i : ℂ)) * inEigenbasis U Y +
      inEigenbasis U Y * diagonal (fun i => (r i : ℂ))) i j =
      ((r i : ℂ) + r j) * inEigenbasis U Y i j := by
    simp only [Matrix.add_apply, Matrix.diagonal_mul, Matrix.mul_diagonal]
    ring
  rw [e]
```

The main theorem states that there is exactly one solution (`∃!`) and that a matrix solves the equation if and only if its eigenbasis elements are the quotients above. Positivity enters through `hne`, which permits the division. The solution is built from the quotients and transformed back with $U$.

```lean
/-- For `R = U diag(r) Uᴴ` with `U` unitary and all `r i > 0`, the equation
`R Y + Y R = S1` has exactly one solution, and its elements in the eigenbasis are those
of `S1` divided by `r i + r j`. -/
theorem existsUnique_and_formula {U : Matrix n n ℂ} (hU : U ∈ unitaryGroup n ℂ)
    {r : n → ℝ} (hr : ∀ i, 0 < r i) (S1 : Matrix n n ℂ) :
    (∃! Y, overlapRoot U r * Y + Y * overlapRoot U r = S1) ∧
      ∀ Y, overlapRoot U r * Y + Y * overlapRoot U r = S1 ↔
        ∀ i j, inEigenbasis U Y i j = inEigenbasis U S1 i j / ((r i : ℂ) + r j) := by
  have formula : ∀ Y, overlapRoot U r * Y + Y * overlapRoot U r = S1 ↔
      ∀ i j, inEigenbasis U Y i j = inEigenbasis U S1 i j / ((r i : ℂ) + r j) := by
    intro Y
    rw [equation_decouples hU]
    refine forall_congr' fun i => forall_congr' fun j => ?_
    have hne : (r i : ℂ) + r j ≠ 0 := by
      exact_mod_cast (add_pos (hr i) (hr j)).ne'
    rw [eq_div_iff hne, mul_comm]
  refine ⟨?_, formula⟩
  -- the solution is built in the eigenbasis and transformed back
  refine ⟨U * Matrix.of (fun i j => inEigenbasis U S1 i j / ((r i : ℂ) + r j)) * Uᴴ,
    (formula _).mpr fun i j => ?_, fun Y hY => inEigenbasis_injective hU ?_⟩
  · rw [inEigenbasis_back hU, Matrix.of_apply]
  · rw [inEigenbasis_back hU]
    exact Matrix.ext fun i j => (formula Y).mp hY i j
```

## Hermitian solutions and loss of uniqueness

The proof for Hermitian `S1` first shows that $R$ is Hermitian, then takes the adjoint of the equation and applies uniqueness.

```lean
/-- For `R = U diag(r) Uᴴ` with `U` unitary and all `r i > 0`, and for Hermitian `S1`, every
solution `Y` of `R Y + Y R = S1` is Hermitian. -/
theorem solution_isHermitian {U : Matrix n n ℂ} (hU : U ∈ unitaryGroup n ℂ)
    {r : n → ℝ} (hr : ∀ i, 0 < r i) {S1 Y : Matrix n n ℂ} (hS : S1.IsHermitian)
    (hY : overlapRoot U r * Y + Y * overlapRoot U r = S1) : Y.IsHermitian := by
  have hD : (diagonal (fun i => (r i : ℂ)))ᴴ = diagonal (fun i => (r i : ℂ)) := by
    rw [diagonal_conjTranspose]
    exact congrArg Matrix.diagonal (funext fun i => Complex.conj_ofReal (r i))
  have hR : (overlapRoot U r)ᴴ = overlapRoot U r := by
    unfold overlapRoot
    rw [conjTranspose_mul, conjTranspose_mul, conjTranspose_conjTranspose, hD, mul_assoc]
  -- the adjoint of Y solves the same equation
  have h := congrArg conjTranspose hY
  rw [conjTranspose_add, conjTranspose_mul, conjTranspose_mul, hR, hS.eq, add_comm] at h
  exact (existsUnique_and_formula hU hr S1).1.unique h hY
```

The counter-example extends to any pair with $r_i+r_j=0$, including $i=j$ with $r_i=0$. `Matrix.single i j 1` is $E_{ij}$.

```lean
/-- If `U` is unitary and `r i + r j = 0` for some pair, the matrix `U E_ij Uᴴ`, with `E_ij` the
matrix unit, is a nonzero solution `Y` of `R Y + Y R = 0`, where `R = U diag(r) Uᴴ`. -/
theorem homogeneous_solution {U : Matrix n n ℂ} (hU : U ∈ unitaryGroup n ℂ)
    {r : n → ℝ} {i j : n} (h : r i + r j = 0) :
    U * Matrix.single i j (1 : ℂ) * Uᴴ ≠ 0 ∧
      overlapRoot U r * (U * Matrix.single i j (1 : ℂ) * Uᴴ) +
        (U * Matrix.single i j (1 : ℂ) * Uᴴ) * overlapRoot U r = 0 := by
  have hzero : inEigenbasis U 0 = 0 := by simp [inEigenbasis]
  constructor
  · intro h0
    have h3 := inEigenbasis_back hU (Matrix.single i j (1 : ℂ))
    rw [h0, hzero] at h3
    have h4 := congrFun (congrFun h3 i) j
    simp at h4
  · rw [equation_decouples hU]
    intro a b
    rw [inEigenbasis_back hU, hzero, Matrix.single_apply]
    by_cases hab : i = a ∧ j = b
    · have hc : (r i : ℂ) + r j = 0 := by exact_mod_cast h
      rw [← hab.1, ← hab.2, hc, zero_mul, Matrix.zero_apply]
    · rw [if_neg hab, mul_zero, Matrix.zero_apply]
```

## Derivatives along a path

The product rule follows from differentiating the finite sum for each element of $AB$.

```lean
omit [DecidableEq n] in
/-- The product rule for matrix paths, with the order of the factors kept. -/
theorem HasEntryDerivAt.mul {A B : ℝ → Matrix n n ℂ} {A' B' : Matrix n n ℂ} {t : ℝ}
    (hA : HasEntryDerivAt A A' t) (hB : HasEntryDerivAt B B' t) :
    HasEntryDerivAt (fun s => A s * B s) (A' * B t + A t * B') t := by
  intro i j
  simp only [Matrix.add_apply, Matrix.mul_apply, ← Finset.sum_add_distrib]
  exact HasDerivAt.fun_sum fun k _ => (hA i k).fun_mul (hB k j)
```

Here `hsq` says that $R(s)^2=S(s)$ for every $s$, while the diagonalisation is needed only at $t$. The eigenvectors are not differentiated, so degenerate eigenvalues cause no difficulty. Differentiability of $R$ is assumed, not derived from that of $S$. The proof compares the product-rule derivative with `S'` and applies the main theorem.

```lean
/-- Let `R(s)² = S(s)` for all `s`, with both paths differentiable at `t`, and let
`R(t) = U diag(r) Uᴴ` with `U` unitary and all `r i > 0`. Then the elements of `R'` in the
eigenbasis are those of `S'` divided by `r i + r j`. -/
theorem deriv_overlapRoot {U : Matrix n n ℂ} (hU : U ∈ unitaryGroup n ℂ)
    {r : n → ℝ} (hr : ∀ i, 0 < r i) {R S : ℝ → Matrix n n ℂ} {R' S' : Matrix n n ℂ}
    {t : ℝ} (hsq : ∀ s, R s * R s = S s) (hR : HasEntryDerivAt R R' t)
    (hS : HasEntryDerivAt S S' t) (hRt : R t = overlapRoot U r) (i j : n) :
    inEigenbasis U R' i j = inEigenbasis U S' i j / ((r i : ℂ) + r j) := by
  have hfun : (fun s => R s * R s) = S := funext hsq
  have hp := hR.mul hR
  rw [hfun] at hp
  have e : R' * R t + R t * R' = S' :=
    Matrix.ext fun a b => (hp a b).unique (hS a b)
  rw [hRt, add_comm] at e
  exact ((existsUnique_and_formula hU hr S').2 R').mp e i j
```

For the inverse root, differentiability of both $X$ and $R$ is assumed. The hypothesis `hinv` asks for $XR=1$ at every $s$, but the derivative depends only on values near $t$, so a path on which $S$ becomes singular away from $t$ can be altered there before the theorem is applied. The proof differentiates the constant product $XR$ and uses $RX=1$ to isolate $X'$. In a finite basis and along one parameter, these two theorems together give the derivative of the Löwdin matrix $S^{-1/2}$, under the stated differentiability assumptions.

```lean
/-- If `X(t)` is the inverse of `R(t)` at all times and both are differentiable at `t`,
then `X' = -X R' X` there. -/
theorem deriv_inverse_root {X R : ℝ → Matrix n n ℂ} {X' R' : Matrix n n ℂ} {t : ℝ}
    (hinv : ∀ s, X s * R s = 1) (hX : HasEntryDerivAt X X' t)
    (hR : HasEntryDerivAt R R' t) : X' = -(X t * R' * X t) := by
  have hfun : (fun s => X s * R s) = fun _ => 1 := funext hinv
  have hp := hX.mul hR
  rw [hfun] at hp
  -- the product X R is constant
  have e : X' * R t + X t * R' = 0 :=
    Matrix.ext fun a b =>
      (hp a b).unique (hasDerivAt_const t ((1 : Matrix n n ℂ) a b))
  have hRX : R t * X t = 1 := mul_eq_one_comm.mp (hinv t)
  calc X' = X' * (R t * X t) := by rw [hRX, mul_one]
    _ = (X' * R t + X t * R') * X t - X t * R' * X t := by noncomm_ring
    _ = -(X t * R' * X t) := by rw [e, zero_mul, zero_sub]

end

end OverlapRootDerivative
```

```lean
#print axioms OverlapRootDerivative.solution_isHermitian
#print axioms OverlapRootDerivative.homogeneous_solution
#print axioms OverlapRootDerivative.deriv_overlapRoot
#print axioms OverlapRootDerivative.deriv_inverse_root
```

```
'OverlapRootDerivative.solution_isHermitian' depends on axioms: [propext, Classical.choice, Quot.sound]
'OverlapRootDerivative.homogeneous_solution' depends on axioms: [propext, Classical.choice, Quot.sound]
'OverlapRootDerivative.deriv_overlapRoot' depends on axioms: [propext, Classical.choice, Quot.sound]
'OverlapRootDerivative.deriv_inverse_root' depends on axioms: [propext, Classical.choice, Quot.sound]
```
